# A nonzero local moment sets a lower bound on ⟨S²⟩

To ask how much total spin a local moment forces on a state, one must first choose what represents the moment. Here it is the expectation value of $V_z$, a component of an operator $V$ whose components $V_x$ and $V_y$ are Hermitian and obey two commutators with the total spin $S$ (with $\hbar=1$),

$$[S_x,V_y]=iV_z,\qquad [S_y,V_x]=-iV_z .$$

For an antiferromagnetic pair, $V=S_1-S_2$, the difference of the two site spins. A moment in this sense is not the same as the presence of a spin on each site: in the singlet of two spins 1/2 each site carries a spin 1/2, yet the expectation value of $V_z$ is zero. Operators are complex matrices over a finite index type `n`, and a state $\psi$ is a complex vector.

In Lean 4 with Mathlib:

```lean
import Mathlib

open Matrix
open scoped Kronecker

namespace LocalMomentContamination

noncomputable section

variable {n : Type*} [Fintype n]
```

## Lengths and expectation values

The squared norm $\|\varphi\|^2=\sum_i|\varphi_i|^2$ is called `sqLen`.

```lean
/-- The squared length of a state vector. -/
def sqLen (φ : n → ℂ) : ℝ := ∑ i, ‖φ i‖ ^ 2
```

Write $\langle A\rangle=\mathrm{Re}\,\psi^\dagger A\psi$. This `mean` does not divide by $\|\psi\|^2$, so it is the usual expectation value only for a unit vector. The bound below holds for either kind of vector.

```lean
/-- The real part of `ψ† A ψ`: the expectation value of a Hermitian `A` in a normalised `ψ`. -/
def mean (A : Matrix n n ℂ) (ψ : n → ℂ) : ℝ := (star ψ ⬝ᵥ A *ᵥ ψ).re

/-- The total spin squared, `S² = Sx² + Sy² + Sz²`. -/
def spinSq (Sx Sy Sz : Matrix n n ℂ) : Matrix n n ℂ := Sx * Sx + Sy * Sy + Sz * Sz
```

If $A$ is Hermitian, then $\psi^\dagger AB\psi=(A\psi)^\dagger(B\psi)$.

```lean
/-- A Hermitian operator can be moved to the left factor of an inner product. -/
theorem move_left {A : Matrix n n ℂ} (hA : A.IsHermitian) (B : Matrix n n ℂ) (ψ : n → ℂ) :
    star ψ ⬝ᵥ (A * B) *ᵥ ψ = star (A *ᵥ ψ) ⬝ᵥ (B *ᵥ ψ) := by
  rw [Matrix.star_mulVec, hA.eq, ← Matrix.dotProduct_mulVec, Matrix.mulVec_mulVec]
```

Setting $B=A$ gives $\langle A^2\rangle=\|A\psi\|^2$, and hence

$$\langle S^2\rangle=\|S_x\psi\|^2+\|S_y\psi\|^2+\|S_z\psi\|^2 .$$

In the proof, `hlen` identifies $u^\dagger u$ with the squared length, and `move_left` is applied to each component.

```lean
/-- For Hermitian spin components, `⟨S²⟩` is the sum of the squared lengths of
`Sx ψ`, `Sy ψ` and `Sz ψ`. -/
theorem mean_spinSq {Sx Sy Sz : Matrix n n ℂ} (hx : Sx.IsHermitian) (hy : Sy.IsHermitian)
    (hz : Sz.IsHermitian) (ψ : n → ℂ) :
    mean (spinSq Sx Sy Sz) ψ = sqLen (Sx *ᵥ ψ) + sqLen (Sy *ᵥ ψ) + sqLen (Sz *ᵥ ψ) := by
  have hlen : ∀ u : n → ℂ, (star u ⬝ᵥ u).re = sqLen u := by
    intro u
    simp only [dotProduct, Complex.re_sum, sqLen]
    refine Finset.sum_congr rfl fun i _ => ?_
    rw [Complex.sq_norm, Complex.normSq_apply]
    simp only [Pi.star_apply, Complex.star_def, Complex.mul_re, Complex.conj_re,
      Complex.conj_im]
    ring
  simp only [mean, spinSq, Matrix.add_mulVec, dotProduct_add, Complex.add_re,
    move_left hx, move_left hy, move_left hz, hlen]
```

## From a commutator to an uncertainty relation

Let $A,B$ be Hermitian with $[A,B]=iC$, and put $u=A\psi$, $w=B\psi$. Then

$$i\,\psi^\dagger C\psi=u^\dagger w-w^\dagger u=2i\,\mathrm{Im}(u^\dagger w),$$

so $\langle C\rangle=2\,\mathrm{Im}(u^\dagger w)$. By Cauchy–Schwarz,

$$\langle C\rangle^2\le4\Big(\sum_i|u_i||w_i|\Big)^2\le4\|u\|^2\|w\|^2 .$$

The code takes the imaginary part of the commutator identity in `h1`, reaches $\langle C\rangle$ in `hm`, and obtains the two inequalities in `h2` and `h3`.

```lean
/-- Uncertainty relation: if `A` and `B` are Hermitian and `[A, B] = i C`, then
`⟨C⟩² ≤ 4 ‖A ψ‖² ‖B ψ‖²`. -/
theorem uncertainty {A B C : Matrix n n ℂ} (hA : A.IsHermitian) (hB : B.IsHermitian)
    (h : A * B - B * A = Complex.I • C) (ψ : n → ℂ) :
    mean C ψ ^ 2 ≤ 4 * (sqLen (A *ᵥ ψ) * sqLen (B *ᵥ ψ)) := by
  -- the commutator picks out the imaginary part of ⟨Aψ, Bψ⟩
  have h1 := congrArg (fun M : Matrix n n ℂ => (star ψ ⬝ᵥ M *ᵥ ψ).im) h
  simp only [Matrix.sub_mulVec, dotProduct_sub, Matrix.smul_mulVec, dotProduct_smul,
    move_left hA, move_left hB, smul_eq_mul, Complex.sub_im, Complex.mul_im,
    Complex.I_re, Complex.I_im] at h1
  generalize A *ᵥ ψ = u at *
  generalize B *ᵥ ψ = w at *
  have hc : (star w ⬝ᵥ u).im = -(star u ⬝ᵥ w).im := by
    simp only [dotProduct, Complex.im_sum, ← Finset.sum_neg_distrib]
    refine Finset.sum_congr rfl fun i _ => ?_
    simp only [Pi.star_apply, Complex.star_def, Complex.mul_im, Complex.conj_re,
      Complex.conj_im]
    ring
  have hm : mean C ψ = 2 * (star u ⬝ᵥ w).im := by
    unfold mean
    linarith
  -- Cauchy-Schwarz
  have h2 : |(star u ⬝ᵥ w).im| ≤ ∑ i, ‖u i‖ * ‖w i‖ := by
    refine (Complex.abs_im_le_norm _).trans ((norm_sum_le _ _).trans (le_of_eq ?_))
    refine Finset.sum_congr rfl fun i _ => ?_
    rw [norm_mul, Pi.star_apply, norm_star]
  have h3 : (∑ i, ‖u i‖ * ‖w i‖) ^ 2 ≤ sqLen u * sqLen w :=
    Finset.sum_mul_sq_le_sq_mul_sq _ _ _
  have h4 := pow_le_pow_left₀ (abs_nonneg _) h2 2
  rw [sq_abs] at h4
  rw [hm]
  nlinarith
```

## The moment bounds the total spin

Suppose $\|V_x\psi\|^2\le v^2$ and $\|V_y\psi\|^2\le v^2$; the number $v$ limits the transverse size of $V$ in the state $\psi$. The pairs $(S_x,V_y)$ and $(V_x,S_y)$ both have commutator $iV_z$, so

$$\langle V_z\rangle^2\le4v^2\|S_x\psi\|^2,\qquad \langle V_z\rangle^2\le4v^2\|S_y\psi\|^2 .$$

Averaging these and adding $2v^2\|S_z\psi\|^2\ge0$ on the right gives

$$\langle V_z\rangle^2\le2v^2\langle S^2\rangle .$$

For $v>0$ this is $\langle S^2\rangle\ge\langle V_z\rangle^2/(2v^2)$. In the limiting case $v=0$ it says that the moment vanishes. The final `linarith` does the averaging.

```lean
/-- The moment bound on `⟨S²⟩`: let the `S` components and `Vx`, `Vy` be Hermitian with
`[Sx, Vy] = i Vz` and `[Sy, Vx] = -i Vz`. If `Vx ψ` and `Vy ψ` have squared length at most `v²`,
then `⟨Vz⟩² ≤ 2 v² ⟨S²⟩`. -/
theorem moment_sq_le_contamination {Sx Sy Sz Vx Vy Vz : Matrix n n ℂ}
    (hSx : Sx.IsHermitian) (hSy : Sy.IsHermitian) (hSz : Sz.IsHermitian)
    (hVx : Vx.IsHermitian) (hVy : Vy.IsHermitian)
    (hxy : Sx * Vy - Vy * Sx = Complex.I • Vz)
    (hyx : Sy * Vx - Vx * Sy = (-Complex.I) • Vz)
    (ψ : n → ℂ) (v : ℝ) (hx : sqLen (Vx *ᵥ ψ) ≤ v ^ 2) (hy : sqLen (Vy *ᵥ ψ) ≤ v ^ 2) :
    mean Vz ψ ^ 2 ≤ 2 * v ^ 2 * mean (spinSq Sx Sy Sz) ψ := by
  have hpos : ∀ φ : n → ℂ, 0 ≤ sqLen φ := fun φ => Finset.sum_nonneg fun i _ => sq_nonneg _
  have hyx' : Vx * Sy - Sy * Vx = Complex.I • Vz := by
    rw [← neg_sub, hyx, neg_smul, neg_neg]
  -- one uncertainty relation for each transverse spin component
  have h1 := uncertainty hSx hVy hxy ψ
  have h2 := uncertainty hVx hSy hyx' ψ
  have h3 := mul_le_mul_of_nonneg_left hy (hpos (Sx *ᵥ ψ))
  have h4 := mul_le_mul_of_nonneg_right hx (hpos (Sy *ᵥ ψ))
  have h5 := mul_nonneg (sq_nonneg v) (hpos (Sz *ᵥ ψ))
  rw [mean_spinSq hSx hSy hSz]
  linarith
```

A state with a nonzero moment therefore cannot be a singlet. Where a singlet is the intended state, any nonzero moment is thus a sign of spin contamination. Where the intended state has spin $s>0$, a nonzero moment alone is not: for a normalised state the bound shows contamination only if $\langle V_z\rangle^2/(2v^2)$ exceeds $s(s+1)$.

## Two spins 1/2

The one-spin matrices are half the Pauli matrices, with index 0 for $\uparrow$ and 1 for $\downarrow$.

```lean
/-- The spin-1/2 matrix `sx`. -/
def sx : Matrix (Fin 2) (Fin 2) ℂ := !![0, 1 / 2; 1 / 2, 0]

/-- The spin-1/2 matrix `sy`. -/
def sy : Matrix (Fin 2) (Fin 2) ℂ := !![0, -Complex.I / 2; Complex.I / 2, 0]

/-- The spin-1/2 matrix `sz`. -/
def sz : Matrix (Fin 2) (Fin 2) ℂ := !![1 / 2, 0; 0, -1 / 2]
```

The tensor factors are the two sites. `total` forms $A_1+A_2$ and `stagger` forms $A_1-A_2$.

```lean
/-- The sum of a one-spin operator over two spins. -/
def total (A : Matrix (Fin 2) (Fin 2) ℂ) : Matrix (Fin 2 × Fin 2) (Fin 2 × Fin 2) ℂ :=
  A ⊗ₖ 1 + 1 ⊗ₖ A

/-- The staggered operator: a one-spin operator on spin 1 minus the same on spin 2. -/
def stagger (A : Matrix (Fin 2) (Fin 2) ℂ) : Matrix (Fin 2 × Fin 2) (Fin 2 × Fin 2) ℂ :=
  A ⊗ₖ 1 - 1 ⊗ₖ A
```

The trial states are $a|{\uparrow\downarrow}\rangle+b|{\downarrow\uparrow}\rangle$ with real $a,b$, normalised when $a^2+b^2=1$.

```lean
/-- The two-spin state `a |↑↓⟩ + b |↓↑⟩` with real amplitudes. -/
def pair (a b : ℝ) : Fin 2 × Fin 2 → ℂ := fun p => !![0, (a : ℂ); (b : ℂ), 0] p.1 p.2
```

Operators on different sites commute, so $[A_1+A_2,\,B_1-B_2]=[A,B]_1-[A,B]_2$. The proof compares matrix entries.

```lean
/-- The commutator of a total with a staggered operator is the staggered commutator. -/
theorem total_stagger_comm (A B : Matrix (Fin 2) (Fin 2) ℂ) :
    total A * stagger B - stagger B * total A = stagger (A * B - B * A) := by
  ext ⟨i, j⟩ ⟨k, l⟩
  fin_cases i <;> fin_cases j <;> fin_cases k <;> fin_cases l <;>
    simp [total, stagger, Matrix.mul_apply, Fintype.sum_prod_type, Fin.sum_univ_two,
      Matrix.one_apply] <;> ring
```

With $[s_x,s_y]=is_z$, this yields both required commutators. Hermiticity passes from the one-spin matrices to their sums and differences.

```lean
/-- For two spins 1/2, the total spin and the x and y components of the staggered spin `S₁ - S₂` are
Hermitian, and the total and staggered spins obey the two commutation relations of the contamination
bound. -/
theorem two_spin_witness :
    (total sx).IsHermitian ∧ (total sy).IsHermitian ∧ (total sz).IsHermitian ∧
    (stagger sx).IsHermitian ∧ (stagger sy).IsHermitian ∧
    total sx * stagger sy - stagger sy * total sx = Complex.I • stagger sz ∧
    total sy * stagger sx - stagger sx * total sy = (-Complex.I) • stagger sz := by
  have hx : sxᴴ = sx := by
    ext i j
    fin_cases i <;> fin_cases j <;> simp [sx]
  have hy : syᴴ = sy := by
    ext i j
    fin_cases i <;> fin_cases j <;> simp [sy]
  have hz : szᴴ = sz := by
    ext i j
    fin_cases i <;> fin_cases j <;> simp [sz]
  have ht : ∀ A : Matrix (Fin 2) (Fin 2) ℂ, Aᴴ = A → (total A).IsHermitian := by
    intro A hA
    rw [Matrix.IsHermitian, total, Matrix.conjTranspose_add, Matrix.conjTranspose_kronecker,
      Matrix.conjTranspose_kronecker, Matrix.conjTranspose_one, hA]
  have hs : ∀ A : Matrix (Fin 2) (Fin 2) ℂ, Aᴴ = A → (stagger A).IsHermitian := by
    intro A hA
    rw [Matrix.IsHermitian, stagger, Matrix.conjTranspose_sub, Matrix.conjTranspose_kronecker,
      Matrix.conjTranspose_kronecker, Matrix.conjTranspose_one, hA]
  have hsmul : ∀ (c : ℂ) (A : Matrix (Fin 2) (Fin 2) ℂ), stagger (c • A) = c • stagger A := by
    intro c A
    rw [stagger, stagger, Matrix.smul_kronecker, Matrix.kronecker_smul, smul_sub]
  have hcomm : sx * sy - sy * sx = Complex.I • sz := by
    ext i j
    fin_cases i <;> fin_cases j <;>
      simp [sx, sy, sz] <;> ring
  refine ⟨ht _ hx, ht _ hy, ht _ hz, hs _ hx, hs _ hy, ?_, ?_⟩
  · rw [total_stagger_comm, hcomm, hsmul]
  · rw [total_stagger_comm, ← neg_sub, hcomm, ← neg_smul, hsmul]
```

Flipping one spin at a time gives

$$V_x\psi=\tfrac{a-b}{2}\big(|{\downarrow\downarrow}\rangle-|{\uparrow\uparrow}\rangle\big),\qquad V_y\psi=\tfrac{i(a-b)}{2}\big(|{\uparrow\uparrow}\rangle+|{\downarrow\downarrow}\rangle\big),$$

$$S_x\psi=\tfrac{a+b}{2}\big(|{\uparrow\uparrow}\rangle+|{\downarrow\downarrow}\rangle\big),\qquad S_y\psi=\tfrac{i(a+b)}{2}\big(|{\downarrow\downarrow}\rangle-|{\uparrow\uparrow}\rangle\big).$$

Both transverse staggered vectors have squared length $(a-b)^2/2$. Since $S_z\psi=0$, $\langle S^2\rangle=(a+b)^2$. Finally, $V_z\psi=a|{\uparrow\downarrow}\rangle-b|{\downarrow\uparrow}\rangle$ gives $\langle V_z\rangle=a^2-b^2$.

```lean
/-- In `a |↑↓⟩ + b |↓↑⟩` the total `Sz` vanishes, the staggered moment is `a² - b²`, both
transverse staggered components have squared length `(a - b)²/2`, and `⟨S²⟩ = (a + b)²`. -/
theorem pair_values (a b : ℝ) :
    total sz *ᵥ pair a b = 0 ∧ mean (stagger sz) (pair a b) = a ^ 2 - b ^ 2 ∧
    sqLen (stagger sx *ᵥ pair a b) = (a - b) ^ 2 / 2 ∧
    sqLen (stagger sy *ᵥ pair a b) = (a - b) ^ 2 / 2 ∧
    mean (spinSq (total sx) (total sy) (total sz)) (pair a b) = (a + b) ^ 2 := by
  obtain ⟨hx, hy, hz, -⟩ := two_spin_witness
  have h0 : total sz *ᵥ pair a b = 0 := by
    ext ⟨i, j⟩
    fin_cases i <;> fin_cases j <;>
      simp [total, sz, pair, Matrix.mulVec, dotProduct, Fintype.sum_prod_type,
        Fin.sum_univ_two, Matrix.one_apply] <;> norm_num
  refine ⟨h0, ?_, ?_, ?_, ?_⟩
  · simp [mean, stagger, sz, pair, Matrix.mulVec, dotProduct, Fintype.sum_prod_type,
      Fin.sum_univ_two, Matrix.one_apply]
    ring
  · simp only [sqLen, Complex.sq_norm, Complex.normSq_apply]
    simp [stagger, sx, pair, Matrix.mulVec, dotProduct, Fintype.sum_prod_type,
      Fin.sum_univ_two, Matrix.one_apply]
    ring
  · simp only [sqLen, Complex.sq_norm, Complex.normSq_apply]
    simp [stagger, sy, pair, Matrix.mulVec, dotProduct, Fintype.sum_prod_type,
      Fin.sum_univ_two, Matrix.one_apply]
    ring
  · rw [mean_spinSq hx hy hz, h0]
    simp only [sqLen, Complex.sq_norm, Complex.normSq_apply]
    simp [total, sx, sy, pair, Matrix.mulVec, dotProduct, Fintype.sum_prod_type,
      Fin.sum_univ_two, Matrix.one_apply]
    ring
```

With $v^2=(a-b)^2/2$, both sides of the bound equal $(a^2-b^2)^2$.

```lean
/-- The contamination bound is an equality for every state `a |↑↓⟩ + b |↓↑⟩` with real
amplitudes, with `v²` the squared length of `Vx ψ` and `V = S₁ - S₂`. -/
theorem pair_saturates (a b : ℝ) :
    mean (stagger sz) (pair a b) ^ 2 = 2 * sqLen (stagger sx *ᵥ pair a b) *
      mean (spinSq (total sx) (total sy) (total sz)) (pair a b) := by
  obtain ⟨-, hm, hv, -, hs⟩ := pair_values a b
  rw [hm, hv, hs]
  ring

end

end LocalMomentContamination
```

```lean
#print axioms LocalMomentContamination.moment_sq_le_contamination
#print axioms LocalMomentContamination.pair_saturates
```

```
'LocalMomentContamination.moment_sq_le_contamination' depends on axioms: [propext, Classical.choice, Quot.sound]
'LocalMomentContamination.pair_saturates' depends on axioms: [propext, Classical.choice, Quot.sound]
```

## The stretched hydrogen molecule

In a minimal-basis unrestricted Hartree–Fock calculation on H₂ at large separation, the broken-symmetry determinant puts the up electron on one atom and the down electron on the other. In the two-site model this is $a=1$, $b=0$: the moment is 1, $v^2=1/2$ and $\langle S^2\rangle=1$, where a singlet would have 0. At finite separation ionic configurations enter, and using the general bound then requires atomic spin operators on the full orbital space that satisfy the assumed commutators.
